# Linearising the two-electron exact-exchange Kohn-Sham equation adds an exchange matrix to h + J − ε

For two electrons sharing one spatial orbital, the exact-exchange Kohn-Sham operator is h + J, where J is the Hartree potential of a single electron in that orbital. The lemma takes the residual (h + J[ψ] − ε)ψ on a finite set of sites, with ε held fixed, and finds its first-order change when the orbital φ is moved along any direction δ. The change is Aδ + B conj(δ), where A = h + J − ε + K, K is the exchange matrix of φ, and B has entries φ_r w_rs φ_s. The orbital needn't be normalised or solve the equation, and h and the real interaction w are arbitrary matrices. The proof differentiates each component by the sum and product rules, then checks that the result equals the claimed one.

The failing Lean file:

```lean
import Mathlib

open Matrix

namespace ExxLinearResponse

noncomputable section

variable {n : Type*} [Fintype n] [DecidableEq n]

/-- The Hartree matrix `J` of one orbital: diagonal, with entries `∑ s, w r s |φ s|²`. -/
def hartree (w : Matrix n n ℝ) (φ : n → ℂ) : Matrix n n ℂ :=
  Matrix.diagonal fun r => ∑ s, (w r s : ℂ) * (star (φ s) * φ s)

/-- The exchange matrix `K` of one orbital, with entries `φ r * w r s * conj (φ s)`. -/
def exchange (w : Matrix n n ℝ) (φ : n → ℂ) : Matrix n n ℂ :=
  Matrix.of fun r s => φ r * (w r s : ℂ) * star (φ s)

/-- The matrix with entries `φ r * w r s * φ s`, without complex conjugation. -/
def pairing (w : Matrix n n ℝ) (φ : n → ℂ) : Matrix n n ℂ :=
  Matrix.of fun r s => φ r * (w r s : ℂ) * φ s

/-- The two-electron exact-exchange Kohn-Sham operator `h + J`. -/
def exxOp (h : Matrix n n ℂ) (w : Matrix n n ℝ) (φ : n → ℂ) : Matrix n n ℂ :=
  h + hartree w φ

/-- The residual `(F(ψ) - ε) ψ` of the self-consistent orbital equation. -/
def residual (F : (n → ℂ) → Matrix n n ℂ) (ε : ℝ) (ψ : n → ℂ) : n → ℂ :=
  (F ψ - (ε : ℂ) • (1 : Matrix n n ℂ)) *ᵥ ψ

/-- `A` and `B` are the linear response operators of `G` at `φ`: a small change `δ` of the
orbital changes `G` to first order by `A δ + B conj(δ)`. -/
def IsLinearResponse (G : (n → ℂ) → n → ℂ) (φ : n → ℂ) (A B : Matrix n n ℂ) : Prop :=
  ∀ δ : n → ℂ, HasDerivAt (fun x : ℝ => G (φ + x • δ)) (A *ᵥ δ + B *ᵥ star δ) 0

/-- The linear response operators of exact exchange are `A = (h + J - ε) + K` and
`B r s = φ r * w r s * φ s`. -/
theorem exx_linearResponse (h : Matrix n n ℂ) (w : Matrix n n ℝ) (ε : ℝ) (φ : n → ℂ) :
    IsLinearResponse (residual (exxOp h w) ε) φ
      (exxOp h w φ - (ε : ℂ) • (1 : Matrix n n ℂ) + exchange w φ) (pairing w φ) := by
  intro δ
  rw [hasDerivAt_pi]
  intro r
  have comp : ∀ ψ : n → ℂ, residual (exxOp h w) ε ψ r = (h *ᵥ ψ) r
      + (∑ s, (w r s : ℂ) * (star (ψ s) * ψ s)) * ψ r - (ε : ℂ) * ψ r := by
    intro ψ
    simp only [residual, exxOp, hartree, Matrix.sub_mulVec, Matrix.add_mulVec,
      Matrix.smul_mulVec, Matrix.one_mulVec, Matrix.mulVec_diagonal, Pi.add_apply,
      Pi.sub_apply, Pi.smul_apply, smul_eq_mul]
  have hd : ∀ s, HasDerivAt (fun x : ℝ => (φ + x • δ) s) (δ s) 0 := fun s =>
    (((hasDerivAt_id (0 : ℝ)).smul_const (δ s)).const_add (φ s)).congr_deriv
      (one_smul ℝ (δ s))
  have hh : HasDerivAt (fun x : ℝ => (h *ᵥ (φ + x • δ)) r) ((h *ᵥ δ) r) 0 := by
    simp only [Matrix.mulVec, dotProduct]
    exact HasDerivAt.fun_sum fun s _ => (hd s).const_mul (h r s)
  -- the Hartree potential responds through both the orbital and its conjugate
  have hJ := HasDerivAt.fun_sum (u := Finset.univ)
    (fun (s : n) _ => ((hd s).star.fun_mul (hd s)).const_mul (w r s : ℂ))
  have total := (hh.fun_add (hJ.fun_mul (hd r))).fun_sub ((hd r).const_mul (ε : ℂ))
  have hK : (exchange w φ *ᵥ δ) r + (pairing w φ *ᵥ star δ) r
      = (∑ s, (w r s : ℂ) * (star (δ s) * φ s + star (φ s) * δ s)) * φ r := by
    simp only [Matrix.mulVec, dotProduct, exchange, pairing, Matrix.of_apply, Pi.star_apply]
    rw [← Finset.sum_add_distrib, Finset.sum_mul]
    exact Finset.sum_congr rfl fun s _ => by ring
  convert total using 1
  · funext x
    exact comp _
  · simp only [exxOp, hartree, Matrix.sub_mulVec, Matrix.add_mulVec, Matrix.smul_mulVec,
      Matrix.one_mulVec, Matrix.mulVec_diagonal, Pi.add_apply, Pi.sub_apply, Pi.smul_apply,
      smul_eq_mul, zero_smul, add_zero]
    linear_combination hK

end

end ExxLinearResponse
```

Lean reports:

```
Main.lean:71:4: error: ring failed, ring expressions not equal
n : Type u_1
inst✝¹ : Fintype n
inst✝ : DecidableEq n
h : Matrix n n ℂ
w : Matrix n n ℝ
ε : ℝ
φ δ : n → ℂ
r : n
comp : ∀ (ψ : n → ℂ), residual (exxOp h w) ε ψ r = (h *ᵥ ψ) r + (∑ s, ↑(w r s) * (star (ψ s) * ψ s)) * ψ r - ↑ε * ψ r
hd : ∀ (s : n), HasDerivAt (fun x => (φ + x • δ) s) (δ s) 0
hh : HasDerivAt (fun x => (h *ᵥ (φ + x • δ)) r) ((h *ᵥ δ) r) 0
hJ :
  HasDerivAt (fun y => ∑ i, ↑(w r i) * (star ((φ + y • δ) i) * (φ + y • δ) i))
    (∑ i, ↑(w r i) * (star (δ i) * (φ + 0 • δ) i + star ((φ + 0 • δ) i) * δ i)) 0
total :
  HasDerivAt
    (fun i =>
      (h *ᵥ (φ + i • δ)) r + (∑ i_1, ↑(w r i_1) * (star ((φ + i • δ) i_1) * (φ + i • δ) i_1)) * (φ + i • δ) r -
        ↑ε * (φ + i • δ) r)
    ((h *ᵥ δ) r +
        ((∑ i, ↑(w r i) * (star (δ i) * (φ + 0 • δ) i + star ((φ + 0 • δ) i) * δ i)) * (φ + 0 • δ) r +
          (∑ i, ↑(w r i) * (star ((φ + 0 • δ) i) * (φ + 0 • δ) i)) * δ r) -
      ↑ε * δ r)
    0
hK : (exchange w φ *ᵥ δ) r + (pairing w φ *ᵥ star δ) r = (∑ s, ↑(w r s) * (star (δ s) * φ s + star (φ s) * δ s)) * φ r
⊢ (∑ x, ↑(w r x) * star (φ x) * φ x) * δ r - δ r * ∑ x, ↑(w r x) * star (φ x + 0 x) * (φ x + 0 x) +
          (∑ s, ↑(w r s) * (star (δ s) * φ s + star (φ s) * δ s)) * φ r -
        φ r * ∑ x, ↑(w r x) * (star (δ x) * (φ x + 0 x) + star (φ x + 0 x) * δ x) -
      (∑ x, ↑(w r x) * (star (δ x) * (φ x + 0 x) + star (φ x + 0 x) * δ x)) * 0 r =
    0
Main.lean:70:30: warning: This simp argument is unused:
  add_zero

Hint: Omit it from the simp argument list.
  [apply] simp only [exxOp, hartree, Matrix.sub_mulVec, Matrix.add_mulVec, Matrix.smul_mulVec, Matrix.one_mulVec,
    Matrix.mulVec_diagonal, Pi.add_apply, Pi.sub_apply, Pi.smul_apply, smul_eq_mul, zero_smul]

Note: This linter can be disabled with `set_option linter.unusedSimpArgs false`
```

What went wrong. The product rule leaves the orbital at x = 0 written as `φ + 0 • δ`, and the last `simp only` is meant to reduce this to `φ`. It stops halfway, at `φ x + 0 x`. `Pi.add_apply` has split the sum into values at `x`, and `zero_smul` has turned `0 • δ` into the zero function, still applied to `x`. `add_zero` needs a plain `0` as the second summand and doesn't recognise `0 x` as one, which is why the linter reports it unused.

`linear_combination hK` then fails, because its closing `ring` call doesn't know that the zero function has value 0. It treats `0 r` as an unknown number, and can't match the sums containing `φ x + 0 x` with those containing `φ x`.

The repair adds `Pi.zero_apply`, which rewrites `0 x` to `0`. `add_zero` can then remove it, and the two sides agree by algebra and `hK`. The linter's hint to drop `add_zero` would have been the wrong repair, since the lemma is needed once `Pi.zero_apply` is there.

Fix (accepted with no message):

```diff
@@ -68,5 +68,5 @@
   · simp only [exxOp, hartree, Matrix.sub_mulVec, Matrix.add_mulVec, Matrix.smul_mulVec,
       Matrix.one_mulVec, Matrix.mulVec_diagonal, Pi.add_apply, Pi.sub_apply, Pi.smul_apply,
-      smul_eq_mul, zero_smul, add_zero]
+      smul_eq_mul, zero_smul, Pi.zero_apply, add_zero]
     linear_combination hK
 
```
